# P ⊗ P is idempotent exactly when P² = P or P² = −P

Suppose a density-matrix calculation delivers an uncorrelated two-particle matrix P ⊗ P, and we test it by squaring it and comparing the result with the original. If the test succeeds, the one-particle matrix P is idempotent up to an overall sign. For a Hermitian P, knowing that the trace is positive settles the sign. The result concerns a plain product, without exchange antisymmetrisation. In an orthonormal basis, density-matrix purification also has P² = P as its target, but there the condition can be tested on P directly.

## From the product back to its factors

Let P be a square matrix with entries P_ij. The Kronecker product carries one pair of indices for each particle:

(P ⊗ P)_(i,k),(j,l) = P_ij P_kl.

**Equal products.** Let A ⊗ B = C ⊗ D with C and D nonzero. Entry by entry,

A_ij B_kl = C_ij D_kl.

Choose fixed indices with C_i₀j₀ ≠ 0 and D_k₀l₀ ≠ 0. Then A_i₀j₀ B_k₀l₀ is nonzero too, and so is each of its factors. Define

c = D_k₀l₀ / B_k₀l₀,  d = C_i₀j₀ / A_i₀j₀.

Setting (k,l) = (k₀,l₀) gives A_ij = c C_ij, and setting (i,j) = (i₀,j₀) gives B_kl = d D_kl. The entry equation at the fixed indices gives cd = 1. Conversely, (cC) ⊗ (dD) = cd (C ⊗ D) = C ⊗ D whenever cd = 1.

**Equal factors.** Now let A ⊗ A = B ⊗ B. If B ≠ 0, the previous result gives A = cB = dB with cd = 1. Hence c = d and c² = 1, so c = 1 or c = −1. If B = 0, then A_ij² = 0 for every entry, and A = 0 = B. Conversely, the two minus signs in (−B) ⊗ (−B) cancel. Therefore

A ⊗ A = B ⊗ B exactly when A = B or A = −B.

**Idempotency.** Multiplication acts on each particle separately:

(P ⊗ P)(P ⊗ P) = P² ⊗ P².

Setting A = P² and B = P gives the claim.

**Fixing the sign.** For a Hermitian P,

tr P² = Σ_ij P_ij P_ji = Σ_ij |P_ij|² ≥ 0.

If P² = −P, the left side equals −tr P, which is negative when tr P > 0. This contradiction leaves only P² = P.

## A two-orbital example

Take the projector onto the even combination of two orthonormal orbitals:

P = ½ [[1, 1], [1, 1]],  P² = P,  tr P = 1.

All sixteen entries of P ⊗ P are ¼. Each entry of its square is 4 · ¼ · ¼ = ¼, so the product is idempotent. The matrix −P yields the same sixteen entries, yet (−P)² = P ≠ −P. Its trace is −1, so the trace condition excludes it.

The sign must be common to the whole matrix. For P = diag(1, −1), the product is diag(1, −1, −1, 1), whose square is the identity, and the test fails.

## The formal development

The entries lie in an arbitrary field `K`, which includes the real and complex numbers. The types `m` and `n` label the one-particle basis functions, and `⊗ₖ` is the Kronecker product.

In Lean 4 with Mathlib:

```lean
import Mathlib

open Matrix
open scoped Kronecker

namespace TwoParticleProductIdempotency

variable {K : Type*} [Field K] {m n : Type*}
```

The first theorem compares two products. The hypotheses `hC` and `hD` say that the reference factors are nonzero. In the proof, `e` is the entry equation, and the two `obtain` steps choose the fixed indices. The scalars supplied by `refine` are c and d from the derivation. After denominators are cleared, each remaining goal follows from an instance of `e`, which `linear_combination` verifies.

```lean
/-- Two uncorrelated two-particle products, the second with nonzero factors, coincide exactly
when their one-particle factors agree up to reciprocal scalars. -/
theorem kronecker_eq_iff {A C : Matrix m m K} {B D : Matrix n n K} (hC : C ≠ 0) (hD : D ≠ 0) :
    A ⊗ₖ B = C ⊗ₖ D ↔ ∃ c d : K, c * d = 1 ∧ A = c • C ∧ B = d • D := by
  constructor
  · intro h
    -- the equality of products, entry by entry
    have e : ∀ i j k l, A i j * B k l = C i j * D k l := fun i j k l => by
      have h' := congrArg (fun M => M (i, k) (j, l)) h
      simpa only [Matrix.kroneckerMap_apply] using h'
    -- reference entries that do not vanish
    obtain ⟨i₀, j₀, hc⟩ : ∃ i j, C i j ≠ 0 := by
      by_contra hz
      exact hC (by ext i j; by_contra hij; exact hz ⟨i, j, hij⟩)
    obtain ⟨k₀, l₀, hd⟩ : ∃ k l, D k l ≠ 0 := by
      by_contra hz
      exact hD (by ext i j; by_contra hij; exact hz ⟨i, j, hij⟩)
    have hAB : A i₀ j₀ * B k₀ l₀ ≠ 0 := by
      rw [e]
      exact mul_ne_zero hc hd
    have hA : A i₀ j₀ ≠ 0 := left_ne_zero_of_mul hAB
    have hB : B k₀ l₀ ≠ 0 := right_ne_zero_of_mul hAB
    refine ⟨D k₀ l₀ / B k₀ l₀, C i₀ j₀ / A i₀ j₀, ?_, ?_, ?_⟩
    · rw [div_mul_div_comm, div_eq_one_iff_eq (mul_ne_zero hB hA)]
      linear_combination -e i₀ j₀ k₀ l₀
    · ext i j
      rw [Matrix.smul_apply, smul_eq_mul, div_mul_eq_mul_div, eq_div_iff hB]
      linear_combination e i j k₀ l₀
    · ext k l
      rw [Matrix.smul_apply, smul_eq_mul, div_mul_eq_mul_div, eq_div_iff hA]
      linear_combination e i₀ j₀ k l
  · rintro ⟨c, d, hcd, rfl, rfl⟩
    ext ⟨i, k⟩ ⟨j, l⟩
    simp only [Matrix.kroneckerMap_apply, Matrix.smul_apply, smul_eq_mul]
    linear_combination C i j * D k l * hcd
```

With equal factors, the proof splits on whether `B` is zero. In the zero case it reads off the entry that contains A_ij². Otherwise `smul_left_injective` turns cB = dB into c = d, and `mul_self_eq_one_iff` gives the two signs.

```lean
/-- The uncorrelated product of a one-particle matrix with itself determines that matrix
up to an overall sign. -/
theorem kronecker_self_eq_iff (A B : Matrix n n K) :
    A ⊗ₖ A = B ⊗ₖ B ↔ A = B ∨ A = -B := by
  constructor
  · intro h
    by_cases hB : B = 0
    · subst hB
      left
      ext i j
      have h' := congrArg (fun M => M (i, i) (j, j)) h
      simpa [Matrix.kroneckerMap_apply] using h'
    · obtain ⟨c, d, hcd, h1, h2⟩ := (kronecker_eq_iff hB hB).mp h
      -- both factors are the same matrix, so the two scalars agree and square to one
      have hs : c = d := smul_left_injective K hB (h1.symm.trans h2)
      rw [← hs] at hcd
      rcases mul_self_eq_one_iff.mp hcd with hc | hc
      · left
        rw [h1, hc, one_smul]
      · right
        rw [h1, hc, neg_smul, one_smul]
  · rintro (rfl | rfl)
    · rfl
    · ext ⟨i, k⟩ ⟨j, l⟩
      simp only [Matrix.kroneckerMap_apply, Matrix.neg_apply]
      ring
```

Matrix multiplication sums over an index, so the basis sets are finite from here on. The main theorem reads: P ⊗ P equals its own square if and only if P² = P or P² = −P. It concerns exact equality and gives no error bound for a product that is idempotent only to a numerical tolerance.

The proof turns on `Matrix.mul_kronecker_mul`, which states

(AB) ⊗ (A′B′) = (A ⊗ A′)(B ⊗ B′).

The arrow in `rw [← Matrix.mul_kronecker_mul, ...]` applies this equation from right to left. The square of a product becomes the product of squares, and a question about idempotency becomes one about two equal Kronecker products. The preceding theorem answers it without any further work on entries.

```lean
variable [Fintype m] [Fintype n]

/-- The two-particle product `P ⊗ P` is idempotent if and only if the one-particle matrix
satisfies `P² = P` or `P² = -P`. -/
theorem kronecker_self_idempotent_iff (P : Matrix n n K) :
    (P ⊗ₖ P) * (P ⊗ₖ P) = P ⊗ₖ P ↔ P * P = P ∨ P * P = -P := by
  -- the square acts on each particle separately
  rw [← Matrix.mul_kronecker_mul, kronecker_self_eq_iff]
```

The same rewriting treats two particle species with different nonzero matrices P and Q, whose basis sets may differ in size. Here the freedom is a pair of reciprocal scalars: P² = cP and Q² = dQ with cd = 1.

```lean
/-- For two particle species with nonzero one-particle matrices `P` and `Q`, the product `P ⊗ Q`
is idempotent exactly when `P² = c P` and `Q² = d Q` for scalars with `c d = 1`. -/
theorem kronecker_idempotent_iff {P : Matrix m m K} {Q : Matrix n n K}
    (hP : P ≠ 0) (hQ : Q ≠ 0) :
    (P ⊗ₖ Q) * (P ⊗ₖ Q) = P ⊗ₖ Q ↔
      ∃ c d : K, c * d = 1 ∧ P * P = c • P ∧ Q * Q = d • Q := by
  rw [← Matrix.mul_kronecker_mul, kronecker_eq_iff hP hQ]
```

The next theorem shows that the second sign does occur. The hypothesis `CharZero K` holds for the real and complex numbers and ensures that 2 ≠ 0. If −P were idempotent alongside P, then P = −P, so 2P = 0 and P = 0, contrary to `h0`.

```lean
/-- Over a field of characteristic zero, if `P` is a nonzero idempotent one-particle matrix, then
`-P` has the same two-particle product but is not idempotent. -/
theorem sign_ambiguity [CharZero K] {P : Matrix n n K} (hP : P * P = P) (h0 : P ≠ 0) :
    (-P) ⊗ₖ (-P) = P ⊗ₖ P ∧ (-P) * (-P) ≠ -P := by
  refine ⟨(kronecker_self_eq_iff (-P) P).mpr (Or.inr rfl), fun h => h0 ?_⟩
  rw [neg_mul_neg, hP] at h
  -- a matrix equal to its own negative vanishes
  ext i j
  have h' : P i j = -P i j := congrArg (fun M => M i j) h
  have h2 : (2 : K) * P i j = 0 := by linear_combination h'
  exact (mul_eq_zero.mp h2).resolve_left two_ne_zero
```

The last theorem takes P complex and Hermitian. Its hypothesis `htr` asks for a positive real part of the trace; the trace of a Hermitian matrix is real, so this means a positive trace. In an orthonormal spin-orbital basis with occupations between 0 and 1, the trace is the number of electrons, and the condition says that the system is not empty. For a closed-shell single determinant, the density matrix summed over spin has occupations 2 and 0 in an orthonormal basis. Half of it is idempotent, and the trace of that half is the number of electron pairs.

In the proof, `h.resolve_right` reduces the task to refuting P² = −P. The statement `ht` records that the trace of P² has a nonnegative real part, using Hermiticity to replace P_ji by the complex conjugate of P_ij. Substituting P² = −P then contradicts `htr`.

```lean
/-- For a Hermitian one-particle matrix whose trace is positive, the two-particle product is
idempotent if and only if the one-particle matrix is. -/
theorem idempotent_iff_of_trace_pos {P : Matrix n n ℂ} (hP : P.IsHermitian)
    (htr : 0 < (Matrix.trace P).re) :
    (P ⊗ₖ P) * (P ⊗ₖ P) = P ⊗ₖ P ↔ P * P = P := by
  rw [kronecker_self_idempotent_iff]
  refine ⟨fun h => h.resolve_right fun hneg => ?_, Or.inl⟩
  -- the trace of the square is a sum of squared moduli
  have ht : 0 ≤ (Matrix.trace (P * P)).re := by
    simp only [Matrix.trace, Matrix.diag_apply, Matrix.mul_apply, Complex.re_sum]
    refine Finset.sum_nonneg fun i _ => Finset.sum_nonneg fun j _ => ?_
    have hji : P j i = star (P i j) := (hP.apply j i).symm
    rw [hji, Complex.star_def, Complex.mul_conj, Complex.ofReal_re]
    exact Complex.normSq_nonneg _
  rw [hneg, Matrix.trace_neg, Complex.neg_re] at ht
  linarith

end TwoParticleProductIdempotency
```

```lean
#print axioms TwoParticleProductIdempotency.kronecker_idempotent_iff
#print axioms TwoParticleProductIdempotency.sign_ambiguity
#print axioms TwoParticleProductIdempotency.idempotent_iff_of_trace_pos
```

```
'TwoParticleProductIdempotency.kronecker_idempotent_iff' depends on axioms: [propext, Classical.choice, Quot.sound]
'TwoParticleProductIdempotency.sign_ambiguity' depends on axioms: [propext, Classical.choice, Quot.sound]
'TwoParticleProductIdempotency.idempotent_iff_of_trace_pos' depends on axioms: [propext, Classical.choice, Quot.sound]
```
